# At an eigenvalue with a one-dimensional eigenspace, the left–right overlap vanishes exactly when a Jordan chain exists

Let $M$ be a complex square matrix whose rows and columns are labelled by a finite set, and for vectors $l$ and $x$ write $l\,x=\sum_i l_i x_i$, with no complex conjugation. An eigenvalue $E$ of $M$ is called nondegenerate here when its right eigenspace is a single line, whatever its multiplicity as a root of the characteristic polynomial. The left–right overlap is $l\,r$ for a left eigenvector $l$ and a right eigenvector $r$ at the same $E$. A Jordan chain here always has length at least two: besides the eigenvector $r$ it contains a vector $v$ with $(M-E)v=r$.

```lean
import Mathlib

open Matrix

namespace EOMJordanChain

variable {n : Type*} [Fintype n]

/-- The right eigenspace of `M` at energy `E` is the line spanned by the nonzero vector `r`. -/
def SpansEigenspace (M : Matrix n n ℂ) (E : ℂ) (r : n → ℂ) : Prop :=
  r ≠ 0 ∧ ∀ x : n → ℂ, M *ᵥ x = E • x ↔ ∃ c : ℂ, x = c • r

/-- The nonzero row vector `l` is a left eigenvector of `M` at energy `E`. -/
def IsLeftEigenvector (M : Matrix n n ℂ) (E : ℂ) (l : n → ℂ) : Prop :=
  l ≠ 0 ∧ l ᵥ* M = E • l

/-- Some vector `v` satisfies `(M - E) v = r`. -/
def HasJordanChain (M : Matrix n n ℂ) (E : ℂ) (r : n → ℂ) : Prop :=
  ∃ v : n → ℂ, M *ᵥ v - E • v = r

/-- A left eigenvector at energy `E` has zero overlap with every vector `(M - E) v`. -/
theorem left_annihilates_range {M : Matrix n n ℂ} {E : ℂ} {l : n → ℂ}
    (hl : IsLeftEigenvector M E l) (v : n → ℂ) :
    l ⬝ᵥ (M *ᵥ v - E • v) = 0 := by
  rw [dotProduct_sub, Matrix.dotProduct_mulVec, hl.2, smul_dotProduct,
    dotProduct_smul, sub_self]

/-- At a nondegenerate energy `E`, the response equation `(M - E) v = b` is solvable exactly
when the source `b` has zero overlap with the left eigenvector. -/
theorem response_solvable_iff {M : Matrix n n ℂ} {E : ℂ} {r l : n → ℂ}
    (hr : SpansEigenspace M E r) (hl : IsLeftEigenvector M E l) (b : n → ℂ) :
    l ⬝ᵥ b = 0 ↔ ∃ v : n → ℂ, M *ᵥ v - E • v = b := by
  classical
  -- The shifted matrix and the overlap with `l`, as linear maps.
  obtain ⟨A, hA⟩ : ∃ A : (n → ℂ) →ₗ[ℂ] (n → ℂ), ∀ x, A x = M *ᵥ x - E • x :=
    ⟨M.mulVecLin - E • LinearMap.id, fun x => by simp⟩
  obtain ⟨φ, hφ⟩ : ∃ φ : (n → ℂ) →ₗ[ℂ] ℂ, ∀ x, φ x = l ⬝ᵥ x :=
    ⟨{ toFun := fun x => l ⬝ᵥ x
       map_add' := fun x y => dotProduct_add l x y
       map_smul' := fun c x => dotProduct_smul c l x }, fun _ => rfl⟩
  -- The kernel of `M - E` is one-dimensional.
  have hker : LinearMap.ker A = Submodule.span ℂ {r} := by
    ext x
    rw [LinearMap.mem_ker, hA, sub_eq_zero, hr.2 x, Submodule.mem_span_singleton]
    exact ⟨fun ⟨c, hc⟩ => ⟨c, hc.symm⟩, fun ⟨c, hc⟩ => ⟨c, hc.symm⟩⟩
  have hkerdim : Module.finrank ℂ (LinearMap.ker A) = 1 := by
    rw [hker]
    exact finrank_span_singleton hr.1
  -- The overlap with `l` takes every complex value.
  have hsurj : Function.Surjective φ := by
    obtain ⟨i, hi⟩ := Function.ne_iff.1 hl.1
    have hi' : l i ≠ 0 := hi
    intro c
    refine ⟨Pi.single i (c / l i), ?_⟩
    rw [hφ, dotProduct_single]
    field_simp
  have hrangedim : Module.finrank ℂ (LinearMap.range φ) = 1 := by
    rw [LinearMap.range_eq_top.2 hsurj, finrank_top, Module.finrank_self]
  have hle : LinearMap.range A ≤ LinearMap.ker φ := by
    rintro _ ⟨v, rfl⟩
    rw [LinearMap.mem_ker, hφ, hA]
    exact left_annihilates_range hl v
  -- Rank-nullity for both maps forces the two subspaces to coincide.
  have h1 := A.finrank_range_add_finrank_ker
  have h2 := φ.finrank_range_add_finrank_ker
  have heq : LinearMap.range A = LinearMap.ker φ :=
    Submodule.eq_of_le_of_finrank_eq hle (by omega)
  rw [← hφ, ← LinearMap.mem_ker, ← heq, LinearMap.mem_range]
  simp only [hA]

/-- For a nondegenerate right eigenvector `r` and a left eigenvector `l` at the same energy,
the overlap `l r` vanishes if and only if `(M - E) v = r` has a solution. -/
theorem overlap_eq_zero_iff_jordanChain {M : Matrix n n ℂ} {E : ℂ} {r l : n → ℂ}
    (hr : SpansEigenspace M E r) (hl : IsLeftEigenvector M E l) :
    l ⬝ᵥ r = 0 ↔ HasJordanChain M E r :=
  response_solvable_iff hr hl r

/-- Let `r` span the right eigenspace of `M` at energy `E`, and let `l` be a left eigenvector at
`E`. The overlap `l r` vanishes if and only if `M - E` maps some vector `v` to a nonzero eigenvector
of `M` at energy `E`. -/
theorem overlap_eq_zero_iff_generalized {M : Matrix n n ℂ} {E : ℂ} {r l : n → ℂ}
    (hr : SpansEigenspace M E r) (hl : IsLeftEigenvector M E l) :
    l ⬝ᵥ r = 0 ↔ ∃ v w : n → ℂ, M *ᵥ v - E • v = w ∧ w ≠ 0 ∧ M *ᵥ w = E • w := by
  constructor
  · intro h
    obtain ⟨v, hv⟩ := (overlap_eq_zero_iff_jordanChain hr hl).1 h
    exact ⟨v, r, hv, hr.1, (hr.2 r).2 ⟨1, (one_smul ℂ r).symm⟩⟩
  · rintro ⟨v, w, hv, hw, hMw⟩
    -- The eigenvector `w` is a nonzero multiple of `r`.
    obtain ⟨c, rfl⟩ := (hr.2 w).1 hMw
    have hc : c ≠ 0 := by
      rintro rfl
      exact hw (zero_smul ℂ r)
    have h := left_annihilates_range hl v
    rw [hv, dotProduct_smul, smul_eq_mul] at h
    exact (mul_eq_zero.1 h).resolve_left hc

/-- Let `r` span the right eigenspace of `M` at energy `E`, and let `l` be a left eigenvector at
`E`. If the overlap `l r` is nonzero, every vector `x` is the sum of `(l x / l r) r` and a vector of
the form `(M - E) v`. -/
theorem biorthogonal_decomposition {M : Matrix n n ℂ} {E : ℂ} {r l : n → ℂ}
    (hr : SpansEigenspace M E r) (hl : IsLeftEigenvector M E l)
    (hlr : l ⬝ᵥ r ≠ 0) (x : n → ℂ) :
    ∃ v : n → ℂ, x = ((l ⬝ᵥ x) / (l ⬝ᵥ r)) • r + (M *ᵥ v - E • v) := by
  have h : l ⬝ᵥ (x - ((l ⬝ᵥ x) / (l ⬝ᵥ r)) • r) = 0 := by
    rw [dotProduct_sub, dotProduct_smul, smul_eq_mul, div_mul_cancel₀ _ hlr, sub_self]
  obtain ⟨v, hv⟩ := (response_solvable_iff hr hl _).1 h
  exact ⟨v, by rw [hv]; abel⟩

/-- Two-level matrix with mean energy `ε`, coupling `g` and diagonal shifts `± i g`. -/
noncomputable def gainLoss (ε g : ℂ) : Matrix (Fin 2) (Fin 2) ℂ :=
  !![ε + Complex.I * g, g; g, ε - Complex.I * g]

/-- For nonzero coupling `g`, the vector `(1, -i)` spans the eigenspace of the two-level matrix
at `ε`, is also a left eigenvector, has zero overlap with itself, and equals
`(M - ε) (0, 1/g)`. -/
theorem gainLoss_witness (ε g : ℂ) (hg : g ≠ 0) :
    SpansEigenspace (gainLoss ε g) ε ![1, -Complex.I] ∧
    IsLeftEigenvector (gainLoss ε g) ε ![1, -Complex.I] ∧
    (![1, -Complex.I] : Fin 2 → ℂ) ⬝ᵥ ![1, -Complex.I] = 0 ∧
    gainLoss ε g *ᵥ ![0, g⁻¹] - ε • ![0, g⁻¹] = ![1, -Complex.I] := by
  have hne : (![1, -Complex.I] : Fin 2 → ℂ) ≠ 0 := by
    intro h
    simpa using congrFun h 0
  have hM : gainLoss ε g *ᵥ ![1, -Complex.I] = ε • ![1, -Complex.I] := by
    ext i
    fin_cases i
    · simp [gainLoss, Matrix.mulVec, dotProduct, Fin.sum_univ_two]
      try ring
    · simp [gainLoss, Matrix.mulVec, dotProduct, Fin.sum_univ_two]
      try linear_combination g * Complex.I_sq
  refine ⟨⟨hne, fun x => ⟨fun h => ?_, ?_⟩⟩, ⟨hne, ?_⟩, ?_, ?_⟩
  · -- The first row fixes the ratio of the two amplitudes.
    have h0 : (ε + Complex.I * g) * x 0 + g * x 1 = ε * x 0 := by
      simpa [gainLoss, Matrix.mulVec, dotProduct, Fin.sum_univ_two] using congrFun h 0
    have h1 : g * (Complex.I * x 0 + x 1) = 0 := by linear_combination h0
    have h2 := (mul_eq_zero.1 h1).resolve_left hg
    refine ⟨x 0, ?_⟩
    ext i
    fin_cases i
    · simp
    · simp
      linear_combination h2
  · rintro ⟨c, rfl⟩
    rw [Matrix.mulVec_smul, hM, smul_comm]
  · -- The matrix is symmetric, so the left problem is the right problem.
    have hT : (gainLoss ε g)ᵀ = gainLoss ε g := by
      ext i j
      fin_cases i <;> fin_cases j <;> simp [gainLoss]
    rw [← Matrix.mulVec_transpose, hT, hM]
  · simp [dotProduct, Fin.sum_univ_two]
  · ext i
    fin_cases i
    · simp [gainLoss, hg]
    · have h : (ε - Complex.I * g) * g⁻¹ - ε * g⁻¹ = -Complex.I := by
        field_simp
        try ring
      simp [gainLoss]
      linear_combination h

/-- For the zero matrix in dimension two, the right eigenvector `(1, 0)` and the left
eigenvector `(0, 1)` have zero overlap, yet `(1, 0)` has no Jordan chain. -/
theorem degenerate_counterexample :
    (0 : Matrix (Fin 2) (Fin 2) ℂ) *ᵥ ![1, 0] = (0 : ℂ) • ![1, 0] ∧
    IsLeftEigenvector (0 : Matrix (Fin 2) (Fin 2) ℂ) 0 ![0, 1] ∧
    (![0, 1] : Fin 2 → ℂ) ⬝ᵥ ![1, 0] = 0 ∧
    ¬ HasJordanChain (0 : Matrix (Fin 2) (Fin 2) ℂ) 0 ![1, 0] := by
  refine ⟨by rw [Matrix.zero_mulVec, zero_smul], ⟨?_, ?_⟩, ?_, ?_⟩
  · intro h
    simpa using congrFun h 1
  · rw [Matrix.vecMul_zero, zero_smul]
  · simp [dotProduct, Fin.sum_univ_two]
  · rintro ⟨v, hv⟩
    rw [Matrix.zero_mulVec, zero_smul, sub_zero] at hv
    simpa using congrFun hv 0

end EOMJordanChain
```

```lean
#print axioms EOMJordanChain.overlap_eq_zero_iff_jordanChain
-- 'EOMJordanChain.overlap_eq_zero_iff_jordanChain' depends on axioms: [propext, Classical.choice, Quot.sound]
#print axioms EOMJordanChain.overlap_eq_zero_iff_generalized
-- 'EOMJordanChain.overlap_eq_zero_iff_generalized' depends on axioms: [propext, Classical.choice, Quot.sound]
#print axioms EOMJordanChain.biorthogonal_decomposition
-- 'EOMJordanChain.biorthogonal_decomposition' depends on axioms: [propext, Classical.choice, Quot.sound]
#print axioms EOMJordanChain.degenerate_counterexample
-- 'EOMJordanChain.degenerate_counterexample' depends on axioms: [propext, Classical.choice, Quot.sound]
```

## Eigenvectors, overlaps and chains in the Lean statements

A vector is a function `n → ℂ`, where the finite type `n` labels the basis states. The same type serves for columns and rows: `M *ᵥ v` is the column $Mv$, `l ᵥ* M` is the row $lM$, and `l ⬝ᵥ r` is the overlap $l\,r$. Three predicates carry the hypotheses and the conclusion.

- `SpansEigenspace M E r` says that $r\neq 0$ and that $Mx=Ex$ holds exactly for the multiples $x=c\,r$. Taking $c=1$ shows that $r$ is itself an eigenvector.
- `IsLeftEigenvector M E l` says that $l\neq 0$ and $lM=E\,l$.
- `HasJordanChain M E r` says that some $v$ satisfies $Mv-Ev=r$. When $r$ is an eigenvector, this gives $(M-E)^2v=0$ with $(M-E)v\neq 0$, so $r$ and $v$ form a Jordan chain of length two.

The main theorem, `overlap_eq_zero_iff_jordanChain`, takes the first two predicates as hypotheses and concludes

$$
l\,r=0\quad\Longleftrightarrow\quad (M-E)v=r\ \text{ for some } v .
$$

It is a special case of `response_solvable_iff`, in which the right-hand side is an arbitrary source $b$: the equation $(M-E)v=b$ has a solution exactly when $l\,b=0$.

Neither eigenvector is normalised. Rescaling $l$ or $r$ by a nonzero number changes the value of the overlap but not whether it vanishes. In one dimension the hypotheses force $M=E$ and $l\,r\neq 0$, while $(M-E)v$ is always zero, so both sides of the equivalence are false.

## Non-Hermitian excited states

In equation-of-motion coupled-cluster theory, $M$ can be read as the similarity-transformed Hamiltonian $e^{-T}He^{T}$, with $T$ the cluster operator, represented in a finite space of excitations. This matrix is in general not Hermitian, so a state has separate right and left eigenvectors, and expectation values and transition strengths are built from both. The usual normalisation $l\,r=1$ requires a nonzero overlap. For a finite matrix and an energy with a one-dimensional right eigenspace, the theorem identifies when that normalisation is impossible: precisely when the eigenvector $r$ lies in the range of $M-E$.

The hypothesis on the eigenspace means that only one independent right eigenvector exists at energy $E$. It does not exclude two energies having merged into one along with their eigenvectors, and that is the situation in which a chain appears. For a Hermitian matrix the left eigenvector is the complex conjugate of $r$ up to a factor, so the overlap is a nonzero multiple of $\sum_i|r_i|^2$ and cannot vanish.

The matrix is otherwise arbitrary. No cluster operator, truncation or electronic Hamiltonian enters the statements, and the vectors $l$ and $r$ are given rather than computed. The result concerns exact equality to zero and sets no bound on how small an overlap may become near a merging of states.

## Why the range of $M-E$ is the set of vectors with zero overlap

Let $N$ be the number of basis states. For any vector $v$, the left eigenvalue equation gives

$$
l\,(M-E)v=(lM)v-E\,(l\,v)=E\,(l\,v)-E\,(l\,v)=0 .
$$

Every vector in the range of $M-E$ therefore has zero overlap with $l$. This already proves one direction of the theorem: if $r=(M-E)v$, then $l\,r=0$.

The other direction needs a count of dimensions. The kernel of $M-E$ is the line spanned by $r$, so by rank-nullity

$$
\dim\operatorname{range}(M-E)=N-1 .
$$

Now consider the linear map $\varphi(x)=l\,x$ from vectors to complex numbers. Since $l\neq 0$, some component $l_i$ is nonzero. The vector with the single entry $c/l_i$ at position $i$ has overlap $c$ with $l$, so $\varphi$ takes every complex value and its range has dimension one. Rank-nullity then gives

$$
\dim\ker\varphi=N-1 .
$$

The range of $M-E$ is contained in $\ker\varphi$ and has the same finite dimension, so the two subspaces are equal. Hence $l\,b=0$ holds exactly when $b=(M-E)v$ for some $v$, and setting $b=r$ gives the theorem.

The Lean proof follows the same route. The lemma `left_annihilates_range` is the first calculation. Inside `response_solvable_iff`, the linear maps `A` and `φ` stand for $M-E$ and the overlap with $l$. The steps `hker` and `hkerdim` identify the kernel of `A` and find its dimension to be one, `hsurj` uses the single-entry vector, and `hrangedim` records that the range of `φ` is one-dimensional. The inclusion is `hle`. The two rank-nullity identities are `h1` and `h2`; `omega` compares them to obtain equal dimensions, and `Submodule.eq_of_le_of_finrank_eq` turns inclusion plus equal dimension into equality. The final rewriting translates membership in the two subspaces back into the overlap condition and the solvability of the equation.

## Chains ending in any eigenvector

A Jordan chain may be described without choosing $r$ in advance: some $v$ is mapped by $M-E$ to a nonzero vector $w$ with $Mw=Ew$. The theorem `overlap_eq_zero_iff_generalized` shows that this is also equivalent to $l\,r=0$.

If $l\,r=0$, the main theorem supplies $v$ with $(M-E)v=r$, and $w=r$ is the required eigenvector. Conversely, suppose that $(M-E)v=w$ with $w$ a nonzero eigenvector. The eigenspace is one-dimensional, so $w=c\,r$ with $c\neq 0$. Taking the overlap with $l$ gives

$$
0=l\,(M-E)v=c\,(l\,r),
$$

and division by $c$ leaves $l\,r=0$. In the Lean proof, `hr.2 w` provides the factor `c`, and `mul_eq_zero` performs the last step.

## Splitting off the eigenvector when the overlap is nonzero

Suppose now that $l\,r\neq 0$. For any vector $x$, subtract its component along $r$:

$$
y=x-\frac{l\,x}{l\,r}\,r,
\qquad
l\,y=l\,x-\frac{l\,x}{l\,r}\,(l\,r)=0 .
$$

By the solvability criterion $y=(M-E)v$ for some $v$, and therefore

$$
x=\frac{l\,x}{l\,r}\,r+(M-E)v .
$$

This is `biorthogonal_decomposition`. Its proof computes the zero overlap of $y$, applies `response_solvable_iff`, and rearranges the sum. With the normalisation $l\,r=1$, the coefficient of $r$ is simply $l\,x$. The component along $r$ does not depend on how either eigenvector is scaled, because the factors cancel.

## A two-level matrix with zero overlap

The definition `gainLoss` gives

$$
M=\begin{pmatrix}\varepsilon+ig&g\\ g&\varepsilon-ig\end{pmatrix}.
$$

For real $\varepsilon$ and $g$, this describes two levels of equal real energy $\varepsilon$, coupled by $g$, with gain on one level and loss of equal strength on the other. The theorem `gainLoss_witness` allows complex parameters and requires only $g\neq 0$.

Label the components $0$ and $1$, as Lean does. The first row of $Mx=\varepsilon x$ reads

$$
(\varepsilon+ig)x_0+g x_1=\varepsilon x_0,
\qquad\text{so}\qquad
g\,(ix_0+x_1)=0 .
$$

Since $g\neq 0$, this gives $x_1=-ix_0$, and every solution is a multiple of $r=(1,-i)$. This vector also satisfies the second row, because $g+(-ig)(-i)=g-g=0$. The eigenspace at $\varepsilon$ is therefore exactly the line through $r$.

The matrix is symmetric, so the same vector is a left eigenvector, and we may take $l=r$. Its overlap with itself is

$$
l\,r=1^2+(-i)^2=0 .
$$

A chain vector can be written explicitly:

$$
(M-\varepsilon)\begin{pmatrix}0\\1/g\end{pmatrix}
=\begin{pmatrix}g\cdot 1/g\\-ig\cdot 1/g\end{pmatrix}
=\begin{pmatrix}1\\-i\end{pmatrix}.
$$

The vector $(1,-i)$ has Hermitian norm $\sqrt2$. The normalised eigenvector is $(1,-i)/\sqrt2$, a chain vector for it is $(0,1/(\sqrt2\,g))$, and its bilinear overlap with itself is still zero. Normalising in the Hermitian sense therefore does not restore the left–right normalisation.

In the Lean proof, `hM` checks the eigenvalue equation component by component, `h0` to `h2` extract the ratio of amplitudes from the first row, and `hT` records that the matrix equals its transpose, which carries the right eigenvalue equation over to the left one. The remaining goals are the overlap and the two components of the chain equation.

## Zero overlap without a chain at a degenerate energy

The condition on the eigenspace is needed for the step from zero overlap to a chain. Take the $2\times2$ zero matrix with $E=0$, $r=(1,0)$ and $l=(0,1)$. Both are eigenvectors on their respective sides, and $l\,r=0$. But $(M-E)v$ is zero for every $v$, so it never equals $r$. This is `degenerate_counterexample`; its last part assumes a solution, simplifies the equation to $0=(1,0)$, and reads off a contradiction from component $0$.

Here the eigenspace is the whole plane. Zero overlap only reflects a choice of left and right vectors that belong to different states within it. The opposite implication survives degeneracy: `left_annihilates_range` uses nothing but the left eigenvalue equation, so a vector $r$ with $(M-E)v=r$ has zero overlap with every left eigenvector at $E$.
